# The fivefold commutator of a two-body operator with the coupled-cluster operator T1 + T2 vanishes

When I derive the amplitude equations of coupled cluster with singles and doubles, I expand $e^{-T}He^{T}$ in nested commutators of $H$ with $T$ and stop after the fourfold one. For a two-body operator $H$, stopping there is exact because
$$[[[[[H,T],T],T],T],T]=0,$$
whatever the amplitudes and the integrals are. The usual justification is that $H$ has only four operators to contract with. I would like to see that turned into a complete algebraic proof, starting from the anticommutation relations and checked by machine. Does the expansion really need the fourfold term?

## Each ladder operator survives at most one commutator with T

The fivefold commutator does vanish, provided that the occupied and virtual modes are disjoint, and the fourfold term is needed in general. The reason is that two commutators with $T$ annihilate every creation or annihilation operator, and a two-body term contains four of them.

Let $c_p$ create and $a_p$ annihilate a fermion in mode $p$. Write $\{x,y\}=xy+yx$ and $[x,y]=xy-yx$. The relations are
$$\{c_p,c_q\}=0,\qquad \{a_p,a_q\}=0,\qquad \{c_p,a_q\}=\delta_{pq}.$$
Let $O$ and $V$ be disjoint finite sets of occupied and virtual modes. With $b,d\in V$ and $i,j\in O$, take
$$T=\sum_{b,i}t_{bi}\,c_ba_i+\sum_{b,d,i,j}t_{bdij}\,c_bc_da_ja_i,\qquad H=\sum_{p,q,r,s}w_{pqrs}\,c_pc_qa_sa_r.$$

**The factors of $T$ commute with $T$.** Since $b\neq i$, we have $\{c_b,a_i\}=0$, so all the operators that occur in $T$ anticommute with one another. Moving one of them through a single excitation gives two minus signs, and moving it through a double excitation gives four. Therefore $[c_b,T]=0$ for $b\in V$ and $[a_i,T]=0$ for $i\in O$.

**Two commutators annihilate any ladder operator.** Let $x$ be any $c_p$ or $a_p$. For all $e$ and $f$,
$$[x,ef]=\{x,e\}f-e\{x,f\},$$
because the two terms $exf$ cancel on the right. For the excitations this gives
$$[x,c_ba_i]=\{x,c_b\}a_i-c_b\{x,a_i\},$$
$$\begin{aligned}[x,c_bc_da_ja_i]={}&\{x,c_b\}c_da_ja_i-c_b\{x,c_d\}a_ja_i\\&+c_bc_d\{x,a_j\}a_i-c_bc_da_j\{x,a_i\}.\end{aligned}$$
Every anticommutator here is 0 or 1. What remains is a combination of products of virtual creators and occupied annihilators, all of which commute with $T$. Hence $[[x,T],T]=0$.

**Four factors absorb at most four commutators.** Put $D(X)=[X,T]$. It obeys the Leibniz rule $D(xy)=D(x)y+xD(y)$. In $D^4(xyzu)$, every term in which $D$ hits one factor twice is zero. The surviving terms hit each factor once, and there are $4!=24$ orders in which this can happen:
$$D^4(xyzu)=24\,D(x)D(y)D(z)D(u).$$
A fifth $D$ must hit a factor that has already been hit, so $D^5(xyzu)=0$. Linearity extends this to $H$.

## A fourfold commutator that does not vanish

Take modes 1 and 2 occupied, modes 3 and 4 virtual, and
$$T=0.1\,c_3a_1+0.2\,c_4a_2,\qquad W=0.5\,c_1c_2a_4a_3.$$
The single commutators are
$$[c_1,T]=-0.1\,c_3,\quad [c_2,T]=-0.2\,c_4,\quad [a_4,T]=0.2\,a_2,\quad [a_3,T]=0.1\,a_1.$$
The fourfold commutator is therefore
$$24\cdot0.5\cdot(-0.1)(-0.2)(0.2)(0.1)\,c_3c_4a_2a_1=0.0048\,c_3c_4a_2a_1.$$
With the prefactor $1/4!$ of the expansion it contributes $0.0002\,c_3c_4a_2a_1$. Acting on the reference state $c_1c_2|0\rangle$, this gives $0.0002\,c_3c_4|0\rangle$, which is not zero. By itself $W$ is not Hermitian. Adding its adjoint $0.5\,c_3c_4a_2a_1$ makes it so and leaves the fourfold commutator unchanged, because the adjoint commutes with $T$.

The exponentials give the same number. The doubly excited part of $e^{T}c_1c_2|0\rangle$ is $0.02\,c_3c_4|0\rangle$, which $W$ maps to $0.01\,c_1c_2|0\rangle$. The doubly excited part of $e^{-T}$ acting on that is $0.0002\,c_3c_4|0\rangle$.

## The Lean file

```lean
import Mathlib

namespace CoupledClusterTermination

noncomputable section

variable {ι A : Type*} [Ring A] [Algebra ℂ A]

/-- The commutator `[X, T] = X T - T X` as a linear map of `X`. -/
def comm (T : A) : A →ₗ[ℂ] A := LinearMap.mulRight ℂ T - LinearMap.mulLeft ℂ T

/-- The cluster operator `T1 + T2`: single and double excitations from the modes `O` to the
modes `V`, with amplitudes `t₁` and `t₂`. -/
def cluster (c a : ι → A) (O V : Finset ι) (t₁ : ι → ι → ℂ) (t₂ : ι → ι → ι → ι → ℂ) : A :=
  (∑ b ∈ V, ∑ i ∈ O, t₁ b i • (c b * a i)) +
    ∑ b ∈ V, ∑ d ∈ V, ∑ i ∈ O, ∑ j ∈ O, t₂ b d i j • (c b * c d * a j * a i)

/-- The two-body operator `∑ w_pqrs c_p c_q a_s a_r`, summed over all modes. -/
def twoBody [Fintype ι] (c a : ι → A) (w : ι → ι → ι → ι → ℂ) : A :=
  ∑ p, ∑ q, ∑ r, ∑ s, w p q r s • (c p * c q * a s * a r)

/-- The commutator with `T` obeys the Leibniz rule. -/
theorem leibniz (T x y : A) : comm T (x * y) = comm T x * y + x * comm T y := by
  change x * y * T - T * (x * y) = (x * T - T * x) * y + x * (y * T - T * y)
  noncomm_ring

/-- If two commutators with `T` annihilate each of four factors, the fourfold commutator of their
product is 24 times the product of the single commutators. -/
theorem fourfold_product (T : A) {x y z u : A} (hx : comm T (comm T x) = 0)
    (hy : comm T (comm T y) = 0) (hz : comm T (comm T z) = 0) (hu : comm T (comm T u) = 0) :
    comm T (comm T (comm T (comm T (x * y * z * u)))) =
      (24 : ℂ) • (comm T x * comm T y * comm T z * comm T u) := by
  simp only [leibniz, map_add, hx, hy, hz, hu, zero_mul, mul_zero, add_zero, zero_add, add_mul]
  module

/-- A linear subspace that contains all single and double excitations from `O` to `V` contains
the cluster operator. -/
theorem cluster_mem {c a : ι → A} {O V : Finset ι} (t₁ : ι → ι → ℂ) (t₂ : ι → ι → ι → ι → ℂ)
    (K : Submodule ℂ A) (h₁ : ∀ b ∈ V, ∀ i ∈ O, c b * a i ∈ K)
    (h₂ : ∀ b ∈ V, ∀ d ∈ V, ∀ i ∈ O, ∀ j ∈ O, c b * c d * a j * a i ∈ K) :
    cluster c a O V t₁ t₂ ∈ K :=
  K.add_mem (sum_mem fun b hb => sum_mem fun i hi => K.smul_mem _ (h₁ b hb i hi))
    (sum_mem fun b hb => sum_mem fun d hd => sum_mem fun i hi => sum_mem fun j hj =>
      K.smul_mem _ (h₂ b hb d hd i hi j hj))

variable [DecidableEq ι]

/-- The canonical anticommutation relations for creators `c p` and annihilators `a p`. -/
structure CAR (c a : ι → A) : Prop where
  cc : ∀ p q, c p * c q + c q * c p = 0
  aa : ∀ p q, a p * a q + a q * a p = 0
  ca : ∀ p q, c p * a q + a q * c p = if p = q then 1 else 0

/-- Under the canonical anticommutation relations and for disjoint occupied and virtual sets, two
commutators with the cluster operator annihilate every creation and every annihilation operator. -/
theorem ladder_double_comm {c a : ι → A} (h : CAR c a) {O V : Finset ι} (hd : Disjoint O V)
    {t₁ : ι → ι → ℂ} {t₂ : ι → ι → ι → ι → ℂ} {T : A} (hT : T = cluster c a O V t₁ t₂) (p : ι) :
    comm T (comm T (c p)) = 0 ∧ comm T (comm T (a p)) = 0 := by
  have z : ∀ b ∈ V, ∀ i ∈ O, c b * a i + a i * c b = 0 := by
    intro b hb i hi
    have hne : b ≠ i := by
      rintro rfl
      exact Finset.disjoint_left.mp hd hi hb
    rw [h.ca, if_neg hne]
  -- the commutator [e f, x] of a product with x, through anticommutators
  have g₁ : ∀ x e f : A, comm x (e * f) = e * (x * f + f * x) - (x * e + e * x) * f := by
    intro x e f
    change e * f * x - x * (e * f) = _
    noncomm_ring
  -- T is even, so it commutes with whatever anticommutes with its factors
  have even : ∀ e, (∀ b ∈ V, e * c b + c b * e = 0) → (∀ i ∈ O, e * a i + a i * e = 0) →
      comm T e = 0 := by
    intro e hc ha
    have m := cluster_mem (c := c) (a := a) (O := O) (V := V) t₁ t₂ (LinearMap.ker (comm e))
      (fun b hb i hi => LinearMap.mem_ker.mpr (by
        rw [g₁, hc b hb, ha i hi, mul_zero, zero_mul, sub_zero]))
      (fun b hb d hd i hi j hj => LinearMap.mem_ker.mpr (by
        rw [mul_assoc (c b * c d), leibniz, g₁, g₁, hc b hb, hc d hd, ha i hi, ha j hj]
        simp only [mul_zero, zero_mul, sub_zero, add_zero]))
    rw [← hT] at m
    have m' : T * e - e * T = 0 := LinearMap.mem_ker.mp m
    change e * T - T * e = 0
    rw [← neg_sub, m', neg_zero]
  have kc : ∀ b ∈ V, comm T (c b) = 0 := fun b hb => even _ (fun d _ => h.cc b d) (z b hb)
  have ka : ∀ i ∈ O, comm T (a i) = 0 := fun i hi =>
    even _ (fun b hb => by rw [add_comm, z b hb i hi]) (fun j _ => h.aa i j)
  have ca : ∀ q r, comm T (c q * a r + a r * c q) = 0 := by
    intro q r
    rw [h.ca]
    split_ifs
    · change 1 * T - T * 1 = 0
      rw [one_mul, mul_one, sub_self]
    · exact map_zero _
  -- the single commutator [x, T] commutes with T
  have key : ∀ x, (∀ q, comm T (x * c q + c q * x) = 0) →
      (∀ q, comm T (x * a q + a q * x) = 0) → comm T (comm T x) = 0 := by
    intro x xc xa
    have m := cluster_mem (c := c) (a := a) (O := O) (V := V) t₁ t₂
      (LinearMap.ker (comm T ∘ₗ comm x))
      (fun b hb i hi => LinearMap.mem_ker.mpr (by
        rw [LinearMap.comp_apply, g₁]
        simp only [map_sub, leibniz, kc b hb, ka i hi, xc, xa, mul_zero, zero_mul, add_zero,
          sub_zero]))
      (fun b hb d hd i hi j hj => LinearMap.mem_ker.mpr (by
        rw [LinearMap.comp_apply, mul_assoc (c b * c d), leibniz x, g₁, g₁, map_add]
        simp only [map_sub, leibniz T, kc b hb, kc d hd, ka i hi, ka j hj, xc, xa, mul_zero,
          zero_mul, add_zero, sub_zero]))
    rw [← hT] at m
    have m' : comm T (comm x T) = 0 := LinearMap.mem_ker.mp m
    have s : comm T x = -comm x T := (neg_sub (T * x) (x * T)).symm
    rw [s, map_neg, m', neg_zero]
  exact ⟨key _ (fun q => by rw [h.cc, map_zero]) (ca p),
    key _ (fun q => by rw [add_comm]; exact ca q p) (fun q => by rw [h.aa, map_zero])⟩

/-- Under the canonical anticommutation relations and for disjoint occupied and virtual sets, the
fivefold nested commutator of any two-body operator with the cluster operator `T = T1 + T2`
vanishes. -/
theorem fivefold_comm_eq_zero [Fintype ι] {c a : ι → A} (h : CAR c a) {O V : Finset ι}
    (hd : Disjoint O V) (w : ι → ι → ι → ι → ℂ) {t₁ : ι → ι → ℂ} {t₂ : ι → ι → ι → ι → ℂ}
    {T : A} (hT : T = cluster c a O V t₁ t₂) :
    comm T (comm T (comm T (comm T (comm T (twoBody c a w))))) = 0 := by
  have L := ladder_double_comm h hd hT
  have key : ∀ p q r s,
      comm T (comm T (comm T (comm T (comm T (c p * c q * a s * a r))))) = 0 := by
    intro p q r s
    rw [fourfold_product T (L p).1 (L q).1 (L s).2 (L r).2, map_smul]
    simp only [leibniz, (L _).1, (L _).2, zero_mul, mul_zero, add_zero, smul_zero]
  simp only [twoBody, map_sum, map_smul, key, smul_zero, Finset.sum_const_zero]

/-- Under the canonical anticommutation relations, for four distinct modes and
`T = c_b a_i + c_d a_j`, the fourfold commutator of `c_i c_j a_d a_b` with `T` is
`24 c_b c_d a_j a_i`. -/
theorem fourfold_comm_example {c a : ι → A} (h : CAR c a) {i j b d : ι} (hij : i ≠ j)
    (hbd : b ≠ d) (hbi : b ≠ i) (hbj : b ≠ j) (hdi : d ≠ i) (hdj : d ≠ j) {T : A}
    (hT : T = c b * a i + c d * a j) :
    comm T (comm T (comm T (comm T (c i * c j * a d * a b)))) =
      (24 : ℂ) • (c b * c d * a j * a i) := by
  have L : ∀ x, comm T x = (x * c b + c b * x) * a i - c b * (x * a i + a i * x) +
      ((x * c d + c d * x) * a j - c d * (x * a j + a j * x)) := by
    intro x
    change x * T - T * x = _
    rw [hT]
    noncomm_ring
  have ac : ∀ p q, a p * c q + c q * a p = if q = p then 1 else 0 := fun p q => by
    rw [add_comm, h.ca]
  have C : ∀ p, comm T (c p) = -(if p = i then c b else 0) - (if p = j then c d else 0) := by
    intro p
    rw [L, h.cc, h.cc, h.ca, h.ca]
    split_ifs <;> noncomm_ring
  have D : ∀ p, comm T (a p) = (if b = p then a i else 0) + (if d = p then a j else 0) := by
    intro p
    rw [L, ac, ac, h.aa, h.aa]
    split_ifs <;> noncomm_ring
  rw [fourfold_product T (by simp [C, hij, hbi, hbj]) (by simp [C, hij.symm, hdi, hdj])
    (by simp [D, hbd, hbj, hdj]) (by simp [D, hbd.symm, hbi, hdi])]
  simp [C, D, hij, hij.symm, hbd, hbd.symm]

/-- Creation in mode `p` on Fock space: exterior multiplication by the mode. -/
def fockCreate (p : ι) : Module.End ℂ (ExteriorAlgebra ℂ (ι → ℂ)) :=
  LinearMap.mulLeft ℂ (ExteriorAlgebra.ι ℂ (Pi.single p 1))

/-- Annihilation in mode `p` on Fock space: contraction with the mode. -/
def fockAnnihilate (p : ι) : Module.End ℂ (ExteriorAlgebra ℂ (ι → ℂ)) :=
  CliffordAlgebra.contractLeft (Q := 0) (LinearMap.proj (φ := fun _ : ι => ℂ) p)

/-- The creation and annihilation operators on Fock space satisfy the canonical anticommutation
relations. -/
theorem fock_witness : CAR (fockCreate (ι := ι)) fockAnnihilate where
  cc p q := LinearMap.ext fun x => by
    have e := ExteriorAlgebra.ι_add_mul_swap (R := ℂ) (Pi.single p 1 : ι → ℂ) (Pi.single q 1)
    change ExteriorAlgebra.ι ℂ (Pi.single p 1) * (ExteriorAlgebra.ι ℂ (Pi.single q 1) * x) +
      ExteriorAlgebra.ι ℂ (Pi.single q 1) * (ExteriorAlgebra.ι ℂ (Pi.single p 1) * x) = 0
    rw [← mul_assoc, ← mul_assoc, ← add_mul, e, zero_mul]
  aa p q := LinearMap.ext fun x =>
    eq_neg_iff_add_eq_zero.mp (CliffordAlgebra.contractLeft_comm (Q := 0)
      (LinearMap.proj (φ := fun _ : ι => ℂ) p) (LinearMap.proj (φ := fun _ : ι => ℂ) q) x)
  ca p q := LinearMap.ext fun x => by
    have e := CliffordAlgebra.contractLeft_ι_mul (Q := (0 : QuadraticForm ℂ (ι → ℂ)))
      (d := LinearMap.proj (φ := fun _ : ι => ℂ) q) (Pi.single p 1) x
    refine (congrArg (fun y => fockCreate p (fockAnnihilate q x) + y) e).trans ?_
    refine (add_sub_cancel _ _).trans ?_
    by_cases hpq : p = q
    · subst hpq
      simp
    · simp [hpq, Ne.symm hpq]

end

end CoupledClusterTermination
```

```lean
#print axioms CoupledClusterTermination.fivefold_comm_eq_zero
#print axioms CoupledClusterTermination.fourfold_comm_example
```

```
'CoupledClusterTermination.fivefold_comm_eq_zero' depends on axioms: [propext, Classical.choice, Quot.sound]
'CoupledClusterTermination.fourfold_comm_example' depends on axioms: [propext, Classical.choice, Quot.sound]
```

## What the theorems say about H and T

The main theorem is `fivefold_comm_eq_zero`. It says that for operators obeying the anticommutation relations, disjoint `O` and `V`, and arbitrary complex amplitudes and coefficients, five applications of `comm T` send `twoBody c a w` to zero.

- `ι` is the set of modes, that is, spin orbitals. It is finite in this theorem, since `twoBody` sums over all modes. `O` and `V` need not exhaust it, and either may be empty.
- `A` is any complex algebra containing the operators. `CAR c a` is the hypothesis that they satisfy the three relations. Physically, these stand for fermionic antisymmetry and an orthonormal set of spin orbitals. The creators are not required to be adjoints of the annihilators.
- `comm T` is the linear map $X\mapsto XT-TX$, so nested commutators are repeated applications of it.
- `cluster` is $T_1+T_2$, with `t₁ b i` for $t_{bi}$ and `t₂ b d i j` for $t_{bdij}$. `twoBody` is $H$, with `w p q r s` for $w_{pqrs}$. The customary factors $1/2$ or $1/4$ are absorbed into these coefficients, and neither antisymmetry nor hermiticity is assumed.
- `Disjoint O V` separates occupied from virtual modes. If a mode $b$ belonged to both sets, $T$ could be the number operator $c_ba_b$. Then $[c_b,T]=-c_b$, and no number of commutators would remove $c_b$.

`fourfold_comm_example` states that for four distinct modes and $T=c_ba_i+c_da_j$, the fourfold commutator of $c_ic_ja_da_b$ equals $24\,c_bc_da_ja_i$. The numerical example is this identity with coefficients added. `fock_witness` provides concrete operators that satisfy `CAR`: exterior multiplication and contraction on the exterior algebra, which serves as Fock space when the set of modes is finite.

The file treats neither the exponential series nor the one-body part of a Hamiltonian, and its $T$ contains no triple excitations. By the same argument by hand, a one-body term $c_pa_q$ has only two factors and is gone after three commutators. For a finite set of modes and a Hamiltonian with at most two-body terms, the singles-and-doubles amplitude equations are then polynomials of degree at most four in the amplitudes.

## From the Leibniz rule to the fivefold commutator in Lean

`leibniz` is the product rule for $D$, proved by multiplying out. In `fourfold_product`, `simp` expands all four commutators by that rule and discards every term with a factor hit twice; `module` then adds the remaining 24 equal terms.

`cluster_mem` reduces statements about $T$ to statements about individual excitations: a linear subspace that contains each of them contains $T$. The subspaces used are kernels of commutator maps.

`ladder_double_comm` carries the central argument, in these steps:

- `z` derives $\{c_b,a_i\}=0$ from disjointness.
- `g₁` is the formula for $[x,ef]$ with the opposite overall sign, since `comm x (e * f)` means $[ef,x]$.
- `even` is the sign count. An operator that anticommutes with all the factors of $T$ commutes with every excitation, and so with $T$ by `cluster_mem`. Applied to the factors themselves, it yields `kc` and `ka`, which say $[c_b,T]=0$ and $[a_i,T]=0$.
- `ca` records that $\{c_q,a_r\}$, being 0 or 1, commutes with $T$.
- `key` expands the commutator of $x$ with each excitation and checks that every piece commutes with $T$. `cluster_mem` passes from the excitations to $T$, which gives $[[x,T],T]=0$. The last lines apply this to $c_p$ and $a_p$.

In `fivefold_comm_eq_zero`, the local `key` handles one term $c_pc_qa_sa_r$. It rewrites four of the commutators with `fourfold_product`, then expands the fifth by `leibniz`, where each summand contains a double commutator and vanishes. The final `simp only` moves the commutators through the sums and coefficients of $H$.

For `fourfold_comm_example`, `L` expands $[x,T]$ for the specific $T$, while `C` and `D` evaluate it on creators and annihilators. These values confirm that the double commutators vanish, so `fourfold_product` applies, and substituting them gives the stated product.

In `fock_witness`, the first two relations come from the antisymmetry of exterior multiplication and of contraction. The mixed relation comes from the rule for contracting a product: contracting mode $q$ with an added mode $p$ gives $\delta_{pq}$ times the original state, minus the term in which the contraction acts on that state first.
